# Multiple-passage Landau–Zener transmission: the logarithmic sensitivity to the coupling falls from 2 to 0

When the electronic coupling $V$ between two diabatic states changes, something must be held fixed. Here it is the constant $c>0$ in the Landau–Zener exponent $x=cV^2$. Physically $c=2\pi/(\hbar v|\Delta F|)$, where $v$ is the nuclear speed at the crossing and $\Delta F$ is the difference between the slopes of the diabatic curves. The logarithmic sensitivity $V\kappa'(V)/\kappa(V)$ of the transmission $\kappa$ then contains an ordinary derivative with respect to $V$. The diabatic curves are taken to have slopes of opposite sign at the crossing; for slopes of the same sign the transmission has a different form.

In Lean 4 with Mathlib:

```lean
import Mathlib

open Filter Topology Set

namespace LandauZenerSensitivity

noncomputable section

/-- Hop probability `1 - exp (-x)` of a single passage with Landau-Zener exponent `x`. -/
def hopProb (x : ℝ) : ℝ := 1 - Real.exp (-x)
```

For one passage, the probability of hopping between diabatic states is $p=1-e^{-x}$. The notation `(x : ℝ)` says that $x$ is a real number.

```lean
/-- Multiple-passage transmission `2p/(1+p)` as a function of the coupling `V`, with exponent
`c V ^ 2`; its domain is `c ≥ 0`. -/
def transmission (c V : ℝ) : ℝ :=
  2 * hopProb (c * V ^ 2) / (1 + hopProb (c * V ^ 2))
```

This is $\kappa(V)=2p/(1+p)$ with $x=cV^2$; `transmission c` is the function of $V$ at fixed $c$. The formula is taken as the model. It sums the probabilities of reaching the product over all repeated passages through the crossing, for diabatic slopes of opposite sign and with the same $p$ at each passage. It ignores interference between passages, and there is no thermal average over $v$.

```lean
/-- Logarithmic sensitivity `V f'(V) / f(V)` of a quantity `f` to the coupling `V`, for
`f` differentiable at `V` with `f V ≠ 0`. -/
def logSensitivity (f : ℝ → ℝ) (V : ℝ) : ℝ := V * deriv f V / f V
```

For a function $f$ that is differentiable at $V$ with $f(V)\ne0$, this is $Vf'(V)/f(V)$, the factor by which a small relative error in $V$ is multiplied. `deriv` is the actual derivative, so the closed form has to be proved.

```lean
/-- The function `2x / ((exp x - 1) (2 - exp (-x)))` of the Landau-Zener exponent `x > 0`. -/
def crossover (x : ℝ) : ℝ :=
  2 * x / ((Real.exp x - 1) * (2 - Real.exp (-x)))
```

Call this function $S(x)$. So far it has no link to $\kappa$.

## From the derivative to the closed form

```lean
/-- For `c ≥ 0` the transmission has an explicit derivative with respect to the coupling. -/
theorem hasDerivAt_transmission {c : ℝ} (hc : 0 ≤ c) (V : ℝ) :
    HasDerivAt (transmission c)
      (4 * c * V * Real.exp (-(c * V ^ 2)) / (2 - Real.exp (-(c * V ^ 2))) ^ 2) V := by
  have hE : HasDerivAt (fun v : ℝ => Real.exp (-(c * v ^ 2)))
      (Real.exp (-(c * V ^ 2)) * (-(c * (2 * V)))) V :=
    (((hasDerivAt_pow 2 V).const_mul c).fun_neg.exp).congr_deriv (by norm_num)
  have hp : HasDerivAt (fun v : ℝ => 1 - Real.exp (-(c * v ^ 2)))
      (Real.exp (-(c * V ^ 2)) * (2 * c * V)) V :=
    (hE.const_sub 1).congr_deriv (by ring)
  have hle : Real.exp (-(c * V ^ 2)) ≤ 1 :=
    Real.exp_le_one_iff.2 (neg_nonpos.2 (by positivity))
  have hne : 1 + (1 - Real.exp (-(c * V ^ 2))) ≠ 0 := by linarith
  -- quotient rule for 2p/(1+p)
  have h := (hp.const_mul 2).fun_div (hp.const_add 1) hne
  refine HasDerivAt.congr_deriv (f := transmission c) h ?_
  have e : 1 + (1 - Real.exp (-(c * V ^ 2))) = 2 - Real.exp (-(c * V ^ 2)) := by ring
  rw [e]
  congr 1
  ring
```

`HasDerivAt f d V` says that $f$ is differentiable at $V$ with derivative $d$. Write $E=e^{-cV^2}$. Then $p'=2cVE$, and the quotient rule gives
$$\kappa'=\frac{2p'(1+p)-2pp'}{(1+p)^2}=\frac{2p'}{(1+p)^2}=\frac{4cVE}{(2-E)^2}.$$
In the code, `hE` and `hp` differentiate $E$ and $p$, and `fun_div` is the quotient rule.

The hypothesis $c\ge0$ gives $E\le1$, so the denominator stays positive. For arbitrary real $c$ the theorem fails: at $c=-\ln2$, $V=1$ we have $E=2$, and $\kappa$ diverges as $V\to1$.

```lean
/-- For `c, V > 0` the logarithmic sensitivity of the transmission to the coupling is the
crossover function of the exponent `c V ^ 2`. -/
theorem logSensitivity_transmission {c V : ℝ} (hc : 0 < c) (hV : 0 < V) :
    logSensitivity (transmission c) V = crossover (c * V ^ 2) := by
  have hx : 0 < c * V ^ 2 := by positivity
  have hlt : Real.exp (-(c * V ^ 2)) < 1 := Real.exp_lt_one_iff.2 (neg_lt_zero.2 hx)
  have hpos := Real.exp_pos (-(c * V ^ 2))
  have hexp : Real.exp (c * V ^ 2) - 1
      = (1 - Real.exp (-(c * V ^ 2))) / Real.exp (-(c * V ^ 2)) := by
    rw [eq_div_iff hpos.ne', sub_mul, ← Real.exp_add]
    simp
  have e : 1 + (1 - Real.exp (-(c * V ^ 2))) = 2 - Real.exp (-(c * V ^ 2)) := by ring
  simp only [logSensitivity, (hasDerivAt_transmission hc.le V).deriv, transmission, hopProb,
    crossover]
  rw [hexp, e]
  generalize Real.exp (-(c * V ^ 2)) = E at hlt hpos
  have h1 : 1 - E ≠ 0 := by linarith
  have h2 : 2 - E ≠ 0 := by linarith
  have h3 : E ≠ 0 := hpos.ne'
  field_simp
  ring
```

Since $\kappa=2(1-E)/(2-E)$,
$$\frac{V\kappa'}{\kappa}=\frac{2xE}{(1-E)(2-E)}=\frac{2x}{(e^x-1)(2-e^{-x})}=S(x).$$
The last step uses $e^x-1=(1-E)/E$, which is `hexp`. After `generalize` replaces the exponential by a letter, `field_simp` and `ring` finish the algebra.

## Bounds and limits

```lean
/-- Explicit lower and upper bounds on the crossover function at every exponent `x > 0`. -/
theorem crossover_bounds {x : ℝ} (hx : 0 < x) :
    2 * Real.exp (-x) / (2 - Real.exp (-x)) < crossover x ∧ crossover x < 4 / (2 + x) := by
  have hlt : Real.exp (-x) < 1 := Real.exp_lt_one_iff.2 (neg_lt_zero.2 hx)
  have hquad := Real.quadratic_le_exp_of_nonneg hx.le
  have hA : 0 < Real.exp x - 1 := by nlinarith [sq_nonneg x]
  have hB : 0 < 2 - Real.exp (-x) := by linarith
  have hAB := mul_pos hA hB
  unfold crossover
  constructor
  · -- the lower bound rests on 1 - exp (-x) < x
    have h1 : Real.exp (-x) * (Real.exp x - 1) = 1 - Real.exp (-x) := by
      rw [mul_sub, ← Real.exp_add]
      simp
    have h2 : Real.exp (-x) * (Real.exp x - 1) < x := by
      have := Real.add_one_lt_exp (neg_ne_zero.2 hx.ne')
      linarith
    rw [div_lt_div_iff₀ hB hAB]
    have h3 := mul_lt_mul_of_pos_right h2 hB
    linarith
  · -- the upper bound rests on exp x ≥ 1 + x + x²/2
    rw [div_lt_div_iff₀ hAB (by linarith)]
    have h1 := mul_pos hA (sub_pos.2 hlt)
    linarith
```

For $x>0$ the theorem states
$$\frac{2e^{-x}}{2-e^{-x}}<S(x)<\frac{4}{2+x}.$$
On the left, $e^{-x}(e^x-1)=1-e^{-x}<x$ gives $x/(e^x-1)>e^{-x}$; multiply by $2/(2-e^{-x})$. On the right, $e^x-1\ge x+x^2/2$ and $2-e^{-x}>1$ make the denominator of $S$ larger than $x(2+x)/2$. The code clears denominators with `div_lt_div_iff₀`, and `linarith` combines the inequalities.

```lean
/-- The crossover function tends to 2 as the exponent tends to zero from above, and to 0 as
the exponent grows. -/
theorem crossover_limits :
    Tendsto crossover (𝓝[>] 0) (𝓝 2) ∧ Tendsto crossover atTop (𝓝 0) := by
  constructor
  · have h0 : ContinuousAt (fun x : ℝ => 2 * Real.exp (-x) / (2 - Real.exp (-x))) 0 := by
      apply ContinuousAt.div
      · fun_prop
      · fun_prop
      · norm_num
    have h : Tendsto (fun x : ℝ => 2 * Real.exp (-x) / (2 - Real.exp (-x))) (𝓝 0) (𝓝 2) := by
      convert h0.tendsto using 2
      norm_num
    refine tendsto_of_tendsto_of_tendsto_of_le_of_le' (h.mono_left nhdsWithin_le_nhds)
      tendsto_const_nhds ?_ ?_
    · filter_upwards [self_mem_nhdsWithin] with x hx
      exact (crossover_bounds hx).1.le
    · filter_upwards [self_mem_nhdsWithin] with x hx
      have hx' : 0 < x := hx
      refine (crossover_bounds hx').2.le.trans ?_
      rw [div_le_iff₀ (by linarith)]
      linarith
  · have h : Tendsto (fun x : ℝ => 4 / (2 + x)) atTop (𝓝 0) :=
      tendsto_const_nhds.div_atTop (tendsto_atTop_add_const_left _ 2 tendsto_id)
    refine tendsto_of_tendsto_of_tendsto_of_le_of_le' tendsto_const_nhds h ?_ ?_
    · filter_upwards [eventually_gt_atTop 0] with x hx
      have hlt : Real.exp (-x) < 1 := Real.exp_lt_one_iff.2 (neg_lt_zero.2 hx)
      exact (div_pos (by positivity) (by linarith)).le.trans (crossover_bounds hx).1.le
    · filter_upwards [eventually_gt_atTop 0] with x hx
      exact (crossover_bounds hx).2.le
```

`Tendsto` expresses a limit, `𝓝[>] 0` means approaching zero from above, and `atTop` means growing without bound. Near zero, $S$ is squeezed between the lower bound, which tends to 2, and the constant 2. At large $x$ it lies between 0 and $4/(2+x)$. This upper bound is enough for the limit but is far from sharp: the closed form shows that $S(x)$ decays like $xe^{-x}$.

```lean
/-- For `c > 0`, the logarithmic sensitivity of the multiple-passage transmission to the coupling is
`2x / ((exp x - 1) (2 - exp (-x)))` with `x = c V ^ 2` and lies strictly between 0 and 2 at every
`V > 0`; it tends to 2 as `V` tends to zero from above and to 0 as `V` grows. -/
theorem coupling_sensitivity {c : ℝ} (hc : 0 < c) :
    (∀ V : ℝ, 0 < V →
      logSensitivity (transmission c) V
        = 2 * (c * V ^ 2) / ((Real.exp (c * V ^ 2) - 1) * (2 - Real.exp (-(c * V ^ 2)))) ∧
      0 < logSensitivity (transmission c) V ∧ logSensitivity (transmission c) V < 2) ∧
    Tendsto (logSensitivity (transmission c)) (𝓝[>] 0) (𝓝 2) ∧
    Tendsto (logSensitivity (transmission c)) atTop (𝓝 0) := by
  refine ⟨fun V hV => ?_, ?_, ?_⟩
  · have hx : 0 < c * V ^ 2 := by positivity
    have hlt : Real.exp (-(c * V ^ 2)) < 1 := Real.exp_lt_one_iff.2 (neg_lt_zero.2 hx)
    obtain ⟨hl, hu⟩ := crossover_bounds hx
    rw [logSensitivity_transmission hc hV]
    refine ⟨rfl, (div_pos (by positivity) (by linarith)).trans hl, hu.trans ?_⟩
    rw [div_lt_iff₀ (by linarith)]
    linarith
  · have hcont : Continuous (fun V : ℝ => c * V ^ 2) := by fun_prop
    have h0 : Tendsto (fun V : ℝ => c * V ^ 2) (𝓝[>] 0) (𝓝[>] 0) := by
      refine tendsto_nhdsWithin_iff.2
        ⟨(hcont.tendsto' 0 0 (by simp)).mono_left nhdsWithin_le_nhds, ?_⟩
      filter_upwards [self_mem_nhdsWithin] with V hV
      exact mul_pos hc (pow_pos hV 2)
    refine (crossover_limits.1.comp h0).congr' ?_
    filter_upwards [self_mem_nhdsWithin] with V hV
    exact (logSensitivity_transmission hc hV).symm
  · have h0 : Tendsto (fun V : ℝ => c * V ^ 2) atTop atTop :=
      (tendsto_pow_atTop two_ne_zero).const_mul_atTop hc
    refine (crossover_limits.2.comp h0).congr' ?_
    filter_upwards [eventually_gt_atTop 0] with V hV
    exact (logSensitivity_transmission hc hV).symm
```

This is the main result. For every $V>0$ the sensitivity equals $S(cV^2)$ and lies strictly between 0 and 2, because the lower bound is positive and $4/(2+x)<2$. The limits carry over because $cV^2\to0^+$ as $V\to0^+$ and $cV^2\to\infty$ as $V\to\infty$.

In this two-state model at fixed $c$, a 1% error in a computed coupling changes the transmission by about 2% when the coupling is weak ($cV^2\ll1$), and by very little when it is strong ($cV^2\gg1$). This concerns the transmission alone: a rate constant can also depend on $V$ through the height of the adiabatic barrier.

## Monotonicity and finite errors

```lean
/-- For `s ≠ 0` and `0 < x < y`, the exponential `exp (s x)` lies strictly below its chord
from 0 to `y`. -/
theorem exp_chord {s x y : ℝ} (hs : s ≠ 0) (hx : 0 < x) (hxy : x < y) :
    y * (Real.exp (s * x) - 1) < x * (Real.exp (s * y) - 1) := by
  have hy : 0 < y := hx.trans hxy
  have hq : x / y * y = x := div_mul_cancel₀ x hy.ne'
  have h1 : 0 < 1 - x / y := sub_pos.2 ((div_lt_one hy).2 hxy)
  have h := strictConvexOn_exp.2 (mem_univ (0 : ℝ)) (mem_univ (s * y))
    (mul_ne_zero hs hy.ne').symm h1 (div_pos hx hy) (by ring)
  simp only [smul_eq_mul, Real.exp_zero] at h
  have e : (1 - x / y) * 0 + x / y * (s * y) = s * x := by linear_combination s * hq
  rw [e] at h
  have h2 := mul_lt_mul_of_pos_left h hy
  have e2 : y * ((1 - x / y) * 1 + x / y * Real.exp (s * y))
      = y - x + x * Real.exp (s * y) := by
    linear_combination (Real.exp (s * y) - 1) * hq
  linarith
```

Strict convexity puts the exponential below its chord:
$$e^{sx}<\Bigl(1-\frac xy\Bigr)+\frac xy\,e^{sy}.$$
Multiplying by $y$ and subtracting $y$ gives $y(e^{sx}-1)<x(e^{sy}-1)$.

```lean
/-- The crossover function is strictly decreasing in the exponent `x > 0`. -/
theorem crossover_strictAntiOn : StrictAntiOn crossover (Ioi 0) := by
  intro x hx y hy hxy
  have hx' : 0 < x := hx
  have hy' : 0 < y := hy
  have hAx : 0 < Real.exp x - 1 := sub_pos.2 (Real.one_lt_exp_iff.2 hx')
  have hAy : 0 < Real.exp y - 1 := sub_pos.2 (Real.one_lt_exp_iff.2 hy')
  have hEx : Real.exp (-x) < 1 := Real.exp_lt_one_iff.2 (neg_lt_zero.2 hx')
  have hE : Real.exp (-y) < Real.exp (-x) := Real.exp_lt_exp.2 (by linarith)
  have hc := exp_chord one_ne_zero hx' hxy
  rw [one_mul, one_mul] at hc
  have hB : 2 - Real.exp (-x) < 2 - Real.exp (-y) := by linarith
  have h := mul_lt_mul'' hc hB (mul_pos hy' hAx).le (by linarith)
  unfold crossover
  rw [div_lt_div_iff₀ (mul_pos hAy (by linarith)) (mul_pos hAx (by linarith))]
  linarith
```

`StrictAntiOn` on `Ioi 0` means strictly decreasing for positive arguments. Let $0<x<y$. The chord inequality with $s=1$, multiplied by $2-e^{-x}<2-e^{-y}$, gives
$$y(e^x-1)(2-e^{-x})<x(e^y-1)(2-e^{-y}),$$
which rearranges to $S(y)<S(x)$.

```lean
/-- For `c > 0`, raising the coupling from `V > 0` to `W > V` multiplies the transmission by
less than `(W / V) ^ 2`. -/
theorem transmission_error_bound {c V W : ℝ} (hc : 0 < c) (hV : 0 < V) (hVW : V < W) :
    transmission c W < (W / V) ^ 2 * transmission c V := by
  have hx : 0 < c * V ^ 2 := by positivity
  have hxy : c * V ^ 2 < c * W ^ 2 :=
    mul_lt_mul_of_pos_left (pow_lt_pow_left₀ hVW hV.le two_ne_zero) hc
  have hch := exp_chord (neg_ne_zero.2 one_ne_zero) hx hxy
  rw [neg_one_mul, neg_one_mul] at hch
  have hEx : Real.exp (-(c * V ^ 2)) < 1 := Real.exp_lt_one_iff.2 (neg_lt_zero.2 hx)
  have hE : Real.exp (-(c * W ^ 2)) < Real.exp (-(c * V ^ 2)) :=
    Real.exp_lt_exp.2 (by linarith)
  simp only [transmission, hopProb]
  generalize Real.exp (-(c * V ^ 2)) = E at *
  generalize Real.exp (-(c * W ^ 2)) = F at *
  -- the hop probability grows more slowly than the squared coupling
  have h1 : V ^ 2 * (1 - F) < W ^ 2 * (1 - E) := by
    refine lt_of_mul_lt_mul_left (a := c) ?_ hc.le
    linarith
  have h2 : 1 + (1 - E) < 1 + (1 - F) := by linarith
  have h3 := mul_lt_mul'' h1 h2 (mul_nonneg (sq_nonneg V) (by linarith)) (by linarith)
  rw [div_pow, div_mul_div_comm,
    div_lt_div_iff₀ (by linarith) (mul_pos (pow_pos hV 2) (by linarith))]
  linarith

end

end LandauZenerSensitivity
```

For $0<V<W$, overestimating $V$ as $W$ inflates the transmission by a factor of less than $(W/V)^2$, however large the error. Let $F=e^{-cW^2}$. The chord inequality with $s=-1$, after division by $c$, reads $V^2(1-F)<W^2(1-E)$; this is `h1`. Multiplying by $2-E<2-F$ gives
$$V^2(1-F)(2-E)<W^2(1-E)(2-F),$$
and dividing by $V^2(2-E)(2-F)$ and doubling gives $\kappa(W)<(W/V)^2\kappa(V)$.

```lean
#print axioms LandauZenerSensitivity.coupling_sensitivity
#print axioms LandauZenerSensitivity.crossover_strictAntiOn
#print axioms LandauZenerSensitivity.transmission_error_bound
```

```
'LandauZenerSensitivity.coupling_sensitivity' depends on axioms: [propext, Classical.choice, Quot.sound]
'LandauZenerSensitivity.crossover_strictAntiOn' depends on axioms: [propext, Classical.choice, Quot.sound]
'LandauZenerSensitivity.transmission_error_bound' depends on axioms: [propext, Classical.choice, Quot.sound]
```
